# Plane waves are eigenstates of a uniform tight-binding ring with its flux spread evenly over the bonds

For one particle on a finite ring of `N ≥ 1` sites, with real hopping amplitude `-t` and total flux `F` spread evenly over the bonds, `planeWave_eigen` states that every plane wave is an eigenstate. The wave labelled `k` has energy `-2t cos((2πk + F)/N)`; as a matrix identity, the Hamiltonian times the matrix of plane waves equals that matrix times the diagonal matrix of energies. The plane waves are unnormalised, each with squared norm `N`, which does not affect the energies. The proof compares entries: hopping brings in the amplitudes at the two neighbouring sites, which differ from the amplitude at the site itself by phases, and these phases combine with those of the flux to give the cosine.

The first attempt, which Lean rejects:

```lean
import Mathlib

open Matrix
open scoped Real

namespace PlaneWaveEigen

noncomputable section

/-- Ring of `N ≥ 1` sites with hopping `-t` and total flux `F`, spread evenly over the bonds.
For `N = 2` the two bonds between the sites add. -/
def ringHamiltonian (N : ℕ) (t F : ℝ) : Matrix (ZMod N) (ZMod N) ℂ :=
  Matrix.of fun i j => -(t : ℂ) * ((if j = i + 1 then Complex.exp (F / N * Complex.I) else 0)
    + (if j = i - 1 then Complex.exp (-(F / N * Complex.I)) else 0))

/-- The matrix whose column `k` is the plane wave of momentum `2πk/N`. -/
def planeWave (N : ℕ) [NeZero N] : Matrix (ZMod N) (ZMod N) ℂ :=
  Matrix.of fun j k => ZMod.stdAddChar (j * k)

/-- The energy `-2t cos((2πk + F)/N)` of the plane wave `k` on a ring of `N ≥ 1` sites. -/
def level (N : ℕ) (t F : ℝ) (k : ZMod N) : ℝ :=
  -2 * t * Real.cos ((2 * π * (k.val : ℝ) + F) / N)

/-- Each plane wave is an eigenstate of the ring with energy `-2t cos((2πk + F)/N)`. -/
theorem planeWave_eigen (N : ℕ) [NeZero N] (t F : ℝ) :
    ringHamiltonian N t F * planeWave N
      = planeWave N * diagonal (fun k => (level N t F k : ℂ)) := by
  ext i k
  have hk : ZMod.stdAddChar k = Complex.exp (2 * π * Complex.I * (k.val : ℂ) / N) := by
    have h := ZMod.stdAddChar_coe (N := N) (k.val : ℤ)
    rwa [Int.cast_natCast, Int.cast_natCast, ZMod.natCast_zmod_val] at h
  have e1 : Complex.exp ((2 * π * (k.val : ℂ) + F) / N * Complex.I)
      = Complex.exp (F / N * Complex.I) * ZMod.stdAddChar k := by
    rw [hk, ← Complex.exp_add]; congr 1; ring
  have e2 : Complex.exp (-((2 * π * (k.val : ℂ) + F) / N) * Complex.I)
      = Complex.exp (-(F / N * Complex.I)) * ZMod.stdAddChar (-k) := by
    rw [AddChar.map_neg_eq_inv, hk, ← Complex.exp_neg, ← Complex.exp_add]; congr 1; ring
  have a1 : ZMod.stdAddChar ((i + 1) * k)
      = (ZMod.stdAddChar (i * k) * ZMod.stdAddChar k : ℂ) := by
    rw [add_mul, one_mul, AddChar.map_add_eq_mul]
  have a2 : ZMod.stdAddChar ((i - 1) * k)
      = (ZMod.stdAddChar (i * k) * ZMod.stdAddChar (-k) : ℂ) := by
    rw [← AddChar.map_add_eq_mul]; congr 1; ring
  have hl : (level N t F k : ℂ)
      = -2 * t * Complex.cos ((2 * π * (k.val : ℂ) + F) / N) := by
    simp [level]
  have hsum : (ringHamiltonian N t F * planeWave N) i k
      = -(t : ℂ) * (Complex.exp (F / N * Complex.I) * planeWave N (i + 1) k
        + Complex.exp (-(F / N * Complex.I)) * planeWave N (i - 1) k) := by
    simp only [Matrix.mul_apply, ringHamiltonian, Matrix.of_apply, mul_assoc, add_mul, ite_mul,
      zero_mul, ← Finset.mul_sum, Finset.sum_add_distrib, Finset.sum_ite_eq', Finset.mem_univ,
      if_true]
  rw [hsum, Matrix.mul_diagonal, hl, Complex.cos, e1, e2]
  simp only [planeWave, Matrix.of_apply, a1, a2]
  ring

end

end PlaneWaveEigen
```

Messages:

```
Main.lean:45:64: error: unsolved goals
N : ℕ
inst✝ : NeZero N
t F : ℝ
i k : ZMod N
hk : ZMod.stdAddChar k = Complex.exp (2 * ↑π * Complex.I * ↑k.val / ↑N)
e1 : Complex.exp ((2 * ↑π * ↑k.val + ↑F) / ↑N * Complex.I) = Complex.exp (↑F / ↑N * Complex.I) * ZMod.stdAddChar k
e2 :
  Complex.exp (-((2 * ↑π * ↑k.val + ↑F) / ↑N) * Complex.I) = Complex.exp (-(↑F / ↑N * Complex.I)) * ZMod.stdAddChar (-k)
a1 : ZMod.stdAddChar ((i + 1) * k) = ZMod.stdAddChar (i * k) * ZMod.stdAddChar k
a2 : ZMod.stdAddChar ((i - 1) * k) = ZMod.stdAddChar (i * k) * ZMod.stdAddChar (-k)
⊢ Complex.cos ((2 * ↑π * ↑k.cast + ↑F) / ↑N) = Complex.cos ((2 * ↑π * k.cast + ↑F) / ↑N) ∨ t = 0
```

What went wrong. The error is in `hl`, which only restates the real energy `level N t F k` as a complex expression. `simp [level]` cancels the common prefactor, which is why the remaining goal offers `t = 0` as an alternative, but it also rewrites the number `k.val`, cast into a field, as `k.cast`. On the left this happens in the reals, leaving a real `k.cast` coerced to the complex numbers; on the right it happens directly in the complex numbers. The two cosines are equal, but `simp` does not identify these two forms of the cast, so the goal stays open.

The repair uses `simp only` with `level` and the lemmas that carry the coercion from real to complex through the arithmetic and the cosine. Nothing in that list turns `k.val` into `k.cast`, so `Complex.ofReal_natCast` can reduce the double cast of `k.val` on the left to the single cast on the right, and the sides agree. The added comment is mere tidying.

Lean accepts the file once it reads:

```diff
@@ -44,5 +44,7 @@
   have hl : (level N t F k : ℂ)
       = -2 * t * Complex.cos ((2 * π * (k.val : ℂ) + F) / N) := by
-    simp [level]
+    simp only [level, Complex.ofReal_mul, Complex.ofReal_neg, Complex.ofReal_ofNat,
+      Complex.ofReal_cos, Complex.ofReal_div, Complex.ofReal_add, Complex.ofReal_natCast]
+  -- hopping brings in the two neighbouring amplitudes
   have hsum : (ringHamiltonian N t F * planeWave N) i k
       = -(t : ℂ) * (Complex.exp (F / N * Complex.I) * planeWave N (i + 1) k
```
